# At fixed orbitals and positive gaps, a local potential minimises the Görling–Levy singles sum exactly when its first-order density shift vanishes

Take two grid points, one occupied orbital $\varphi=(1,1)/\sqrt2$ and one virtual orbital $\chi=(1,-1)/\sqrt2$, separated by a gap $D>0$. A local potential $v=(v_1,v_2)$ couples them through the matrix element $(v_1-v_2)/2$. Let a real number $K$ be the corresponding element of the nonlocal exchange operator, and write $r=K-(v_1-v_2)/2$ for the mismatch. The singles sum has one term, $S=r^2/D$, with gradient

$$\frac{\partial S}{\partial v_1}=-\frac{r}{D},\qquad \frac{\partial S}{\partial v_2}=+\frac{r}{D}.$$

The exchange operator minus the local potential, taken as a perturbation, changes the occupied orbital to first order by $-(r/D)\chi$, and so changes the density $\varphi^2$ by $2\varphi\cdot(-(r/D)\chi)=(-r/D,\,+r/D)$. This is the gradient of $S$, point by point. Both vanish when $v_1-v_2=2K$, which fixes the potential up to a constant.

## The density shift as the gradient of the singles sum

For occupied orbitals $\varphi_i$ and virtual orbitals $\chi_a$, all real functions on a finite grid, with gaps $D_{ia}$ and exchange-operator elements $K_{ia}$, let

$$v_{ia}=\sum_x v(x)\varphi_i(x)\chi_a(x),\qquad S(v)=\sum_{ia}\frac{(K_{ia}-v_{ia})^2}{D_{ia}}.$$

Mixing among the occupied orbitals cancels in the density for a symmetric perturbation, so only the virtual part of each first-order orbital change is kept. This part and the density shift are

$$\delta\varphi_i(x)=-\sum_a\frac{K_{ia}-v_{ia}}{D_{ia}}\chi_a(x),\qquad \delta n(x)=2\sum_i\varphi_i(x)\,\delta\varphi_i(x).$$

For any trial potential $u$ and real $t$,

$$S(v+tu)=S(v)+t\sum_x u(x)\,\delta n(x)+t^2\sum_{ia}\frac{u_{ia}^2}{D_{ia}}.$$

If all $D_{ia}>0$, then $v$ minimises $S$ over all grid potentials exactly when $\delta n(x)=0$ at every $x$.

## Residuals in exchange-only OEP solvers

For Kohn–Sham orbitals, their eigenvalue gaps and the exchange operator built from them, $\delta n=0$ is the exchange-only optimised effective potential (OEP) equation, and $-S(v)$ is the singles part of the second-order Görling–Levy correlation energy when $v$ is the exchange potential and the indices run over spin orbitals. With the orbitals, positive gaps and $K$ held fixed, a solver that drives $\delta n$ to zero is therefore minimising $S$.

Because $S$ is quadratic in $v$ at fixed orbitals, gaps and $K$, the central difference $[S(v+hu)-S(v-hu)]/(2h)$ equals $\sum_x u\,\delta n$ for every step $h\neq0$, up to rounding. This tests whether the signs and factors of two in $\delta n$ are consistent with those in $S$; an error in a $K$ shared by both goes unnoticed. Two optimal potentials for the same orbitals, positive gaps and $K$ should be compared through their elements $v_{ia}$, since their grid values may differ.

## From the quadratic to the minimum

Write $r_{ia}=K_{ia}-v_{ia}$. Inserting the definitions and exchanging the finite sums gives

$$\sum_x u(x)\,\delta n(x)=-2\sum_{ia}\frac{r_{ia}}{D_{ia}}\sum_x u(x)\varphi_i(x)\chi_a(x)=-2\sum_{ia}\frac{r_{ia}u_{ia}}{D_{ia}}.$$

Matrix elements are linear in the potential, so $v+tu$ has mismatch $r_{ia}-tu_{ia}$. Expanding $(r_{ia}-tu_{ia})^2/D_{ia}$ and summing gives the quadratic above.

From here on, let all $D_{ia}>0$. Suppose $\delta n=0$. Setting $u=w-v$ and $t=1$ leaves

$$S(w)=S(v)+\sum_{ia}\frac{(w_{ia}-v_{ia})^2}{D_{ia}}\ge S(v).$$

Conversely, suppose $v$ is a minimiser, and vary it along $u=\delta n$. Let $A=\sum_x\delta n(x)^2$ and $B=\sum_{ia}u_{ia}^2/D_{ia}\ge0$. The step $t=-A/(B+1)$ changes $S$ by

$$tA+t^2B=-\frac{A^2}{B+1}+\frac{A^2B}{(B+1)^2}=-\frac{A^2}{(B+1)^2}.$$

A minimiser admits no decrease, so $A=0$, and $\delta n$ vanishes at every point.

A minimiser exists. The arrays $v_{ia}/\sqrt{D_{ia}}$ obtained from all potentials form a subspace of a finite-dimensional Euclidean space. Project $K_{ia}/\sqrt{D_{ia}}$ orthogonally onto it, and let $v$ be a potential that gives the projection. The remainder $r_{ia}/\sqrt{D_{ia}}$ is orthogonal to the subspace, so $\sum_{ia}r_{ia}u_{ia}/D_{ia}=0$ for every $u$. Choosing $u=\delta n$ gives $\sum_x\delta n(x)^2=0$. The products $\varphi_i\chi_a$ need not be linearly independent.

If $v$ and $w$ are both optimal, then $S(w)=S(v)$, so every term of the excess is zero and $w_{ia}=v_{ia}$. Conversely, equal elements give equal $S$. If $\sum_x\varphi_i\chi_a=0$ for all pairs, a constant has no occupied-virtual elements and can be added freely.

## Lean source

```lean
import Mathlib

open Finset

namespace GoerlingLevyOEP

noncomputable section

variable {O V X : Type*} [Fintype O] [Fintype V] [Fintype X]
variable (φ : O → X → ℝ) (χ : V → X → ℝ) (D K : O → V → ℝ)

/-- The matrix element of a local potential `v` between occupied orbital `i` and
virtual orbital `a`. -/
def localElement (v : X → ℝ) (i : O) (a : V) : ℝ := ∑ x, v x * φ i x * χ a x

/-- The sum over single excitations of the squared elements of `K - v`, each divided by
its occupied-virtual gap. -/
def singlesSum (v : X → ℝ) : ℝ :=
  ∑ i, ∑ a, (K i a - localElement φ χ v i a) ^ 2 / D i a

/-- The virtual-orbital part of the first-order change of occupied orbital `i` under the
perturbation `K - v`. -/
def orbitalShift (v : X → ℝ) (i : O) (x : X) : ℝ :=
  ∑ a, -(K i a - localElement φ χ v i a) / D i a * χ a x

/-- The first-order change of the electron density under the perturbation `K - v`. -/
def densityShift (v : X → ℝ) (x : X) : ℝ :=
  ∑ i, 2 * φ i x * orbitalShift φ χ D K v i x

/-- A local potential is optimal if no other local potential has a smaller singles sum. -/
def IsOptimal (v : X → ℝ) : Prop :=
  ∀ w : X → ℝ, singlesSum φ χ D K v ≤ singlesSum φ χ D K w

/-- The density shift is the derivative, at zero coupling, of the density built from the occupied
orbitals, each corrected by `t` times its `orbitalShift`. -/
theorem hasDerivAt_density (v : X → ℝ) (x : X) :
    HasDerivAt (fun t : ℝ => ∑ i, (φ i x + t * orbitalShift φ χ D K v i x) ^ 2)
      (densityShift φ χ D K v x) 0 := by
  have h : ∀ i, HasDerivAt (fun t : ℝ => (φ i x + t * orbitalShift φ χ D K v i x) ^ 2)
      (2 * φ i x * orbitalShift φ χ D K v i x) 0 := by
    intro i
    have h1 := (((hasDerivAt_id' (0 : ℝ)).mul_const
      (orbitalShift φ χ D K v i x)).const_add (φ i x)).fun_pow 2
    exact h1.congr_deriv (by simp)
  exact HasDerivAt.fun_sum fun i _ => h i

/-- The density shift integrated against a trial potential `u` is minus twice the sum of products of
the elements of `K - v` and of `u`, each divided by its gap. -/
theorem sum_mul_densityShift (v u : X → ℝ) :
    ∑ x, u x * densityShift φ χ D K v x =
      ∑ i, ∑ a, -2 * ((K i a - localElement φ χ v i a) * localElement φ χ u i a / D i a) := by
  calc ∑ x, u x * densityShift φ χ D K v x
      = ∑ x, ∑ i, ∑ a, -2 * ((K i a - localElement φ χ v i a) / D i a *
          (u x * φ i x * χ a x)) := by
        refine sum_congr rfl fun x _ => ?_
        simp only [densityShift, orbitalShift, Finset.mul_sum]
        refine sum_congr rfl fun i _ => sum_congr rfl fun a _ => ?_
        ring
    _ = ∑ i, ∑ a, ∑ x, -2 * ((K i a - localElement φ χ v i a) / D i a *
          (u x * φ i x * χ a x)) := by
        rw [sum_comm]
        exact sum_congr rfl fun i _ => sum_comm
    _ = _ := by
        refine sum_congr rfl fun i _ => sum_congr rfl fun a _ => ?_
        rw [← Finset.mul_sum, ← Finset.mul_sum]
        change _ = -2 * ((K i a - localElement φ χ v i a) *
          (∑ x, u x * φ i x * χ a x) / D i a)
        ring

/-- Along a line of potentials `v + t u` the singles sum is a quadratic polynomial in `t`,
with the density shift paired with `u` as its linear coefficient. -/
theorem singlesSum_line (v u : X → ℝ) (t : ℝ) :
    singlesSum φ χ D K (fun x => v x + t * u x) =
      singlesSum φ χ D K v + t * ∑ x, u x * densityShift φ χ D K v x
        + t ^ 2 * ∑ i, ∑ a, localElement φ χ u i a ^ 2 / D i a := by
  have hel : ∀ i a, localElement φ χ (fun x => v x + t * u x) i a =
      localElement φ χ v i a + t * localElement φ χ u i a := by
    intro i a
    simp only [localElement, Finset.mul_sum, ← Finset.sum_add_distrib]
    exact sum_congr rfl fun x _ => by ring
  rw [sum_mul_densityShift]
  simp only [singlesSum, hel, Finset.mul_sum, ← Finset.sum_add_distrib]
  refine sum_congr rfl fun i _ => sum_congr rfl fun a _ => ?_
  ring

/-- If the density shift of `v` vanishes, the singles sum of any potential `w` equals that of `v`
plus the squared differences of their matrix elements, each divided by its gap. -/
theorem singlesSum_excess (v w : X → ℝ) (h : ∀ x, densityShift φ χ D K v x = 0) :
    singlesSum φ χ D K w = singlesSum φ χ D K v +
      ∑ i, ∑ a, (localElement φ χ w i a - localElement φ χ v i a) ^ 2 / D i a := by
  have e := singlesSum_line φ χ D K v (fun x => w x - v x) 1
  have hw : (fun x => v x + 1 * (w x - v x)) = w := by
    funext x
    ring
  have hel : ∀ i a, localElement φ χ (fun x => w x - v x) i a =
      localElement φ χ w i a - localElement φ χ v i a := by
    intro i a
    simp only [localElement, sub_mul, Finset.sum_sub_distrib]
  rw [hw] at e
  simp only [h, hel, mul_zero, Finset.sum_const_zero, one_pow, one_mul, add_zero] at e
  exact e

/-- For positive gaps, a local potential minimises the singles sum exactly when the
first-order density shift vanishes at every point. -/
theorem isOptimal_iff_densityShift_eq_zero (hD : ∀ i a, 0 < D i a) (v : X → ℝ) :
    IsOptimal φ χ D K v ↔ ∀ x, densityShift φ χ D K v x = 0 := by
  constructor
  · intro h
    -- vary the potential along the density shift itself
    have hline := singlesSum_line φ χ D K v (densityShift φ χ D K v)
    have hB : 0 ≤ ∑ i, ∑ a, localElement φ χ (densityShift φ χ D K v) i a ^ 2 / D i a :=
      sum_nonneg fun i _ => sum_nonneg fun a _ => div_nonneg (sq_nonneg _) (hD i a).le
    set A := ∑ x, densityShift φ χ D K v x * densityShift φ χ D K v x with hA
    set B := ∑ i, ∑ a, localElement φ χ (densityShift φ χ D K v) i a ^ 2 / D i a
    have hpos : B + 1 ≠ 0 := by positivity
    -- a suitable step would lower the sum unless the shift has zero norm
    have h1 := h (fun x => v x + (-A / (B + 1)) * densityShift φ χ D K v x)
    rw [hline] at h1
    have h2 : (-A / (B + 1)) * A + (-A / (B + 1)) ^ 2 * B = -(A / (B + 1)) ^ 2 := by
      field_simp
      ring
    have h3 : (A / (B + 1)) ^ 2 = 0 := le_antisymm (by linarith) (sq_nonneg _)
    have h4 : A = 0 := by
      have h5 : A / (B + 1) = 0 := pow_eq_zero_iff (two_ne_zero) |>.1 h3
      exact (div_eq_zero_iff.1 h5).resolve_right hpos
    rw [hA] at h4
    intro x
    exact mul_self_eq_zero.1 ((Finset.sum_eq_zero_iff_of_nonneg
      (fun y _ => mul_self_nonneg _)).1 h4 x (mem_univ x))
  · intro h w
    rw [singlesSum_excess φ χ D K v w h]
    exact le_add_of_nonneg_right (sum_nonneg fun i _ => sum_nonneg fun a _ =>
      div_nonneg (sq_nonneg _) (hD i a).le)

/-- For positive gaps, an optimal local potential exists. -/
theorem exists_isOptimal (hD : ∀ i a, 0 < D i a) : ∃ v : X → ℝ, IsOptimal φ χ D K v := by
  -- potentials mapped to their matrix elements, scaled by the root of the gap
  let L : (X → ℝ) →ₗ[ℝ] EuclideanSpace ℝ (O × V) :=
    { toFun := fun v => WithLp.toLp 2 fun p => localElement φ χ v p.1 p.2 / √(D p.1 p.2)
      map_add' := by
        intro u w
        ext p
        simp [localElement, add_mul, Finset.sum_add_distrib, add_div]
      map_smul' := by
        intro c u
        ext p
        have hs : localElement φ χ (c • u) p.1 p.2 = c * localElement φ χ u p.1 p.2 := by
          simp [localElement, Finset.mul_sum, mul_assoc]
        simp [hs, mul_div_assoc] }
  -- project the scaled `K` orthogonally on the elements of local potentials
  obtain ⟨y, ⟨v, rfl⟩, z, hz, hk⟩ := (LinearMap.range L).exists_add_mem_mem_orthogonal
    (WithLp.toLp 2 fun p : O × V => K p.1 p.2 / √(D p.1 p.2))
  refine ⟨v, (isOptimal_iff_densityShift_eq_zero φ χ D K hD v).2 ?_⟩
  have hc : ∀ p : O × V, K p.1 p.2 / √(D p.1 p.2) =
      localElement φ χ v p.1 p.2 / √(D p.1 p.2) + z.ofLp p := fun p =>
    congrArg (fun f : EuclideanSpace ℝ (O × V) => f.ofLp p) hk
  set u := densityShift φ χ D K v with hu
  have h0 : inner ℝ (L u) z = 0 := (Submodule.mem_orthogonal _ _).1 hz _ ⟨u, rfl⟩
  have h1 : ∑ p : O × V, localElement φ χ u p.1 p.2 / √(D p.1 p.2) * z.ofLp p = 0 := by
    refine Eq.trans ?_ h0
    rw [PiLp.inner_apply]
    refine sum_congr rfl fun p _ => ?_
    simp [L, mul_comm]
  have h2 : ∑ x, u x * u x = 0 := by
    calc ∑ x, u x * u x
        = ∑ i, ∑ a, -2 * ((K i a - localElement φ χ v i a) *
            localElement φ χ u i a / D i a) := sum_mul_densityShift φ χ D K v u
      _ = ∑ i, ∑ a, -2 * (localElement φ χ u i a / √(D i a) * z.ofLp (i, a)) := by
          refine sum_congr rfl fun i _ => sum_congr rfl fun a _ => ?_
          have hza : z.ofLp (i, a) =
              K i a / √(D i a) - localElement φ χ v i a / √(D i a) := by
            have := hc (i, a)
            dsimp only at this
            linarith
          have hinv : (D i a)⁻¹ = (√(D i a))⁻¹ * (√(D i a))⁻¹ := by
            rw [← mul_inv, Real.mul_self_sqrt (hD i a).le]
          rw [hza]
          simp only [div_eq_mul_inv, hinv]
          ring
      _ = -2 * ∑ p : O × V, localElement φ χ u p.1 p.2 / √(D p.1 p.2) * z.ofLp p := by
          simp only [Fintype.sum_prod_type, Finset.mul_sum]
      _ = 0 := by rw [h1, mul_zero]
  intro x
  exact mul_self_eq_zero.1 ((Finset.sum_eq_zero_iff_of_nonneg
    (fun y _ => mul_self_nonneg _)).1 h2 x (mem_univ x))

/-- Given one optimal potential `v`, another potential is optimal exactly when it has the same
occupied-virtual matrix elements as `v`. -/
theorem isOptimal_iff_same_elements (hD : ∀ i a, 0 < D i a) (v w : X → ℝ)
    (hv : IsOptimal φ χ D K v) :
    IsOptimal φ χ D K w ↔ ∀ i a, localElement φ χ w i a = localElement φ χ v i a := by
  constructor
  · intro hw i a
    have e := singlesSum_excess φ χ D K v w
      ((isOptimal_iff_densityShift_eq_zero φ χ D K hD v).1 hv)
    have hn : ∀ j b, 0 ≤ (localElement φ χ w j b - localElement φ χ v j b) ^ 2 / D j b :=
      fun j b => div_nonneg (sq_nonneg _) (hD j b).le
    have h0 : ∑ j, ∑ b, (localElement φ χ w j b - localElement φ χ v j b) ^ 2 / D j b = 0 :=
      le_antisymm (by linarith [hw v]) (sum_nonneg fun j _ => sum_nonneg fun b _ => hn j b)
    -- every term of a vanishing sum of non-negative terms vanishes
    have h1 := (Finset.sum_eq_zero_iff_of_nonneg
      (fun j _ => sum_nonneg fun b _ => hn j b)).1 h0 i (mem_univ i)
    have h2 := (Finset.sum_eq_zero_iff_of_nonneg (fun b _ => hn i b)).1 h1 a (mem_univ a)
    have h3 := (div_eq_zero_iff.1 h2).resolve_right (hD i a).ne'
    exact sub_eq_zero.1 ((pow_eq_zero_iff two_ne_zero).1 h3)
  · intro h u
    have e : singlesSum φ χ D K w = singlesSum φ χ D K v := by
      simp only [singlesSum, h]
    rw [e]
    exact hv u

/-- If occupied and virtual orbitals are orthogonal, adding a constant to an optimal potential
gives an optimal potential. -/
theorem isOptimal_add_const (horth : ∀ i a, ∑ x, φ i x * χ a x = 0) (v : X → ℝ) (c : ℝ)
    (hv : IsOptimal φ χ D K v) : IsOptimal φ χ D K (fun x => v x + c) := by
  have hel : ∀ i a, localElement φ χ (fun x => v x + c) i a = localElement φ χ v i a := by
    intro i a
    simp only [localElement, add_mul, Finset.sum_add_distrib, mul_assoc,
      ← Finset.mul_sum, horth, mul_zero, add_zero]
  intro w
  have e : singlesSum φ χ D K (fun x => v x + c) = singlesSum φ χ D K v := by
    simp only [singlesSum, hel]
  rw [e]
  exact hv w

end

end GoerlingLevyOEP
```

```lean
#print axioms GoerlingLevyOEP.isOptimal_iff_densityShift_eq_zero
-- 'GoerlingLevyOEP.isOptimal_iff_densityShift_eq_zero' depends on axioms: [propext, Classical.choice, Quot.sound]
#print axioms GoerlingLevyOEP.exists_isOptimal
-- 'GoerlingLevyOEP.exists_isOptimal' depends on axioms: [propext, Classical.choice, Quot.sound]
#print axioms GoerlingLevyOEP.isOptimal_iff_same_elements
-- 'GoerlingLevyOEP.isOptimal_iff_same_elements' depends on axioms: [propext, Classical.choice, Quot.sound]
#print axioms GoerlingLevyOEP.isOptimal_add_const
-- 'GoerlingLevyOEP.isOptimal_add_const' depends on axioms: [propext, Classical.choice, Quot.sound]
```

## Reading the definitions and theorems

The finite types `O`, `V` and `X` label occupied orbitals, virtual orbitals and grid points. The functions `φ` and `χ` hold the orbital values, and `D` and `K` are real occupied-virtual arrays. In the docstrings, the perturbation `K - v` stands for the exchange operator minus the local potential. The definitions `localElement`, `singlesSum`, `orbitalShift` and `densityShift` are $v_{ia}$, $S(v)$, $\delta\varphi_i$ and $\delta n$. `IsOptimal` says that no potential `w : X → ℝ` has a smaller singles sum, so it denotes a global minimum.

The main theorem, `isOptimal_iff_densityShift_eq_zero`, assumes `hD`, that every gap is positive, as do `exists_isOptimal` and `isOptimal_iff_same_elements`. Physically, each virtual level lies above each occupied one of the same spin, which excludes degeneracy at the Fermi level and non-aufbau occupations within a spin channel. Pairs of opposite spin have $K_{ia}=v_{ia}=0$ and contribute nothing, so their `D` can be set to any positive number. Neither normalisation nor orthogonality of the orbitals is assumed; only `isOptimal_add_const` requires occupied and virtual orbitals to be orthogonal, through `horth`.

Each orbital enters the density once, as for a single spin channel, or for spin orbitals when `X` labels grid points together with spin (the potential may then differ between the spins). Grid sums carry no quadrature weights. Positive weights can be absorbed by multiplying each orbital value by the square root of its weight; the density shift is then multiplied by the weight, and its zeros are unchanged.

## How the proof follows the algebra

`hasDerivAt_density` differentiates $\sum_i(\varphi_i+t\,\delta\varphi_i)^2$ at $t=0$, confirming that `densityShift` is the linear density change produced by these orbital corrections. `sum_mul_densityShift` obtains the pairing by reordering sums with `sum_comm`. `singlesSum_line` uses linearity of the matrix elements and lets `ring` expand each square, and `singlesSum_excess` sets $u=w-v$ and $t=1$.

In the main theorem, the forward direction takes the step `-A / (B + 1)`. The denominator is positive even when $B=0$, so no separate case is needed. `field_simp` and `ring` compute the change in $S$, and `linarith` combines it with optimality to force $A=0$. The reverse direction reads the inequality off `singlesSum_excess`.

In `exists_isOptimal`, the linear map `L` sends a potential to its gap-scaled elements, and `exists_add_mem_mem_orthogonal` supplies the projection and the orthogonal remainder `z`. `isOptimal_iff_same_elements` uses the fact that a vanishing sum of non-negative terms has only vanishing terms. `isOptimal_add_const` shows that the constant leaves every element unchanged.

## Frozen orbitals and unrestricted grid potentials

The minimisation keeps `φ`, `χ`, `D` and `K` fixed while `v` varies. In a self-consistent OEP calculation all four change with the potential, and the theorems establish neither convergence of that cycle nor existence of its solution. The orbitals are not required to be eigenfunctions of a Kohn–Sham Hamiltonian, `D` is not built from orbital energies, and `K` is any real array, not one computed from an exchange operator. The perturbative formula for `orbitalShift` is a definition.

The potential is free at every grid point. A code that expands it in auxiliary functions $g_k$ searches a smaller space; there the same quadratic gives only $\sum_x g_k(x)\,\delta n(x)=0$ for each $k$, and $\delta n$ itself may remain nonzero. Continuum potentials, their asymptotic decay and the basis-set limit lie beyond this finite model.
